# No linear Stark shift for the 2S1/2 level in a three-state model of hydrogen with split levels

Take two states of opposite parity, with energies $L$ and $0$, coupled by a static field through the matrix element $\sqrt3\,F$. The energies $E$ satisfy
$$E(E-L)=3F^2 .$$
If $L=0$, then $E=\pm\sqrt3\,F$, which is linear in the field. If $L>0$, the upper level obeys $E-L=3F^2/E$, and since $E\ge L$ its shift lies between $0$ and $3F^2/L$. In weak fields, with $|F|$ much smaller than $L$, the splitting turns a linear response into a quadratic one.

In the $n=2$ shell of hydrogen, 2S1/2 is coupled to two such partners, 2P1/2 below it and 2P3/2 above it, through the matrix elements $\sqrt3\,F$ and $\sqrt6\,F$. They push it in opposite directions. For $0<L<D$, where $L$ and $D$ are the energies of 2S1/2 and 2P3/2 above 2P1/2, the middle level $E(F)$ of the three-state model satisfies
$$\frac{E(F)-L}{F^2}\;\longrightarrow\;\frac3L-\frac6{D-L}\qquad(F\to0).$$

```lean
import Mathlib

open Filter Topology Matrix

namespace HydrogenStark

noncomputable section
```

## Three states and their couplings

The basis order is 2S1/2, 2P1/2, 2P3/2, all with the same magnetic quantum number $m_j=\pm\tfrac12$ along the field. The splitting $L$ stands for the Lamb shift and $D$ for the fine-structure splitting. The variable $F$ is the field strength times the elementary charge and the Bohr radius, so it is an energy. The Hamiltonian is
$$H(F)=\begin{pmatrix}L&\sqrt3F&\sqrt6F\\ \sqrt3F&0&0\\ \sqrt6F&0&D\end{pmatrix}.$$
The diagonal carries no field term because the dipole operator is odd under parity, and the two P states are not coupled for the same reason. The numbers $\sqrt3$ and $\sqrt6$ come from the 2s–2p dipole element, of magnitude 3 Bohr radii, whose square is shared between the P states with weights $\tfrac13$ and $\tfrac23$. They are put into the matrix, not derived from wavefunctions. Other shells, hyperfine structure, radiative decay and field ionisation are left out.

```lean
/-- The Hamiltonian of the states 2S1/2, 2P1/2, 2P3/2 (in this order) in a static field `F`.
Energies are counted from 2P1/2; `L` is the energy of 2S1/2 and `D` that of 2P3/2. -/
def starkH (L D F : ℝ) : Matrix (Fin 3) (Fin 3) ℝ :=
  !![L, √3 * F, √6 * F; √3 * F, 0, 0; √6 * F, 0, D]
```

An energy level is an eigenvalue with a nonzero eigenvector. Real vectors suffice, since the matrix is real and symmetric. In the code `*ᵥ` is the matrix acting on a vector, and `•` is multiplication by a number.

```lean
/-- `E` is an energy level in the field `F`: the Hamiltonian has a nonzero eigenvector
with eigenvalue `E`. -/
def IsLevel (L D F E : ℝ) : Prop :=
  ∃ v : Fin 3 → ℝ, v ≠ 0 ∧ starkH L D F *ᵥ v = E • v
```

## The secular equation

Expanding the determinant gives
$$\det(H-E)=(L-E)(-E)(D-E)-3F^2(D-E)+6F^2E=-p(E),$$
$$p(E)=E(E-L)(E-D)-3F^2(E-D)-6F^2E .$$

```lean
/-- The secular polynomial of the three coupled states. -/
def secular (L D F E : ℝ) : ℝ :=
  E * (E - L) * (E - D) - 3 * F ^ 2 * (E - D) - 6 * F ^ 2 * E
```

A nonzero vector with $(H-E)v=0$ exists exactly when this determinant vanishes, so the levels are the roots of $p$. The proof writes out $H-E$, expands its determinant using $\sqrt3^2=3$ and $\sqrt6^2=6$, and then applies Mathlib's criterion `Matrix.exists_mulVec_eq_zero_iff`.

```lean
/-- The energy levels are the roots of the secular polynomial. -/
theorem isLevel_iff_secular (L D F E : ℝ) : IsLevel L D F E ↔ secular L D F E = 0 := by
  have h3 : √3 ^ 2 = (3 : ℝ) := Real.sq_sqrt (by norm_num)
  have h6 : √6 ^ 2 = (6 : ℝ) := Real.sq_sqrt (by norm_num)
  have hM : starkH L D F - E • (1 : Matrix (Fin 3) (Fin 3) ℝ) =
      !![L - E, √3 * F, √6 * F; √3 * F, -E, 0; √6 * F, 0, D - E] := by
    ext i j
    fin_cases i <;> fin_cases j <;> simp [starkH]
  have hdet : (starkH L D F - E • (1 : Matrix (Fin 3) (Fin 3) ℝ)).det
      = -secular L D F E := by
    rw [hM, Matrix.det_fin_three]
    show (L - E) * (-E) * (D - E) - (L - E) * 0 * 0 - (√3 * F) * (√3 * F) * (D - E)
      + (√3 * F) * 0 * (√6 * F) + (√6 * F) * (√3 * F) * 0
      - (√6 * F) * (-E) * (√6 * F) = -secular L D F E
    unfold secular
    linear_combination (-(F ^ 2 * (D - E))) * h3 + F ^ 2 * E * h6
  -- a nonzero eigenvector exists exactly when the determinant vanishes
  have hker := Matrix.exists_mulVec_eq_zero_iff
    (M := starkH L D F - E • (1 : Matrix (Fin 3) (Fin 3) ℝ))
  rw [hdet, neg_eq_zero] at hker
  rw [← hker]
  simp only [IsLevel, Matrix.sub_mulVec, Matrix.smul_mulVec, Matrix.one_mulVec, sub_eq_zero,
    ne_eq]
```

## One level in each interval

Suppose $x$ and $y$ are both levels. Multiply $p(x)=0$ by $y(y-D)$ and $p(y)=0$ by $x(x-D)$, and subtract:
$$(x-y)\big[xy(x-D)(y-D)+3F^2(x-D)(y-D)+6F^2xy\big]=0 .$$
If $x$ and $y$ lie on the same side of $0$ and on the same side of $D$, then $xy>0$ and $(x-D)(y-D)>0$. The bracket is positive, hence $x=y$. The two sign conditions are the hypotheses `h0` and `hD`, and `linear_combination` carries out the subtraction.

```lean
/-- Two levels that lie on the same side of 0 and on the same side of `D` coincide. -/
theorem level_unique {L D F x y : ℝ} (hx : IsLevel L D F x) (hy : IsLevel L D F y)
    (h0 : 0 < x * y) (hD : 0 < (x - D) * (y - D)) : x = y := by
  rw [isLevel_iff_secular] at hx hy
  unfold secular at hx hy
  have h : (x - y) * ((x * y) * ((x - D) * (y - D)) + 3 * F ^ 2 * ((x - D) * (y - D))
      + 6 * F ^ 2 * (x * y)) = 0 := by
    linear_combination (y * (y - D)) * hx - (x * (x - D)) * hy
  have hpos : 0 < (x * y) * ((x - D) * (y - D)) + 3 * F ^ 2 * ((x - D) * (y - D))
      + 6 * F ^ 2 * (x * y) := by
    have h1 := mul_pos h0 hD
    have h2 := mul_nonneg (sq_nonneg F) hD.le
    have h3 := mul_nonneg (sq_nonneg F) h0.le
    linarith
  exact sub_eq_zero.mp ((mul_eq_zero.mp h).resolve_right hpos.ne')
```

For existence, let $0<L<D$, $F\neq0$ and $t=3|F|$, so that $9F^2=t^2$. Then
$$\begin{aligned}
p(-t)&=-\big(t^2L+\tfrac23t^2D+tLD\big)<0,\\
p(0)&=3F^2D>0,\\
p(D)&=-6F^2D<0,\\
p(D+t)&=t^2(D-L)+\tfrac13Dt^2+D(D-L)t>0.
\end{aligned}$$
The continuous function $p$ changes sign three times, so it has a root in each of $(-t,0)$, $(0,D)$ and $(D,D+t)$. By the previous step there is no second root below $0$, between $0$ and $D$, or above $D$. The theorem states this with `∃!`, "there is exactly one". Its proof computes the four signs as `s1` to `s4`, applies the intermediate value theorem, and closes each case with `level_unique`.

```lean
/-- In a nonzero field there is exactly one level below 2P1/2, exactly one between the
field-free energies of 2P1/2 and 2P3/2, and exactly one above 2P3/2. -/
theorem one_level_in_each_interval {L D F : ℝ} (hL : 0 < L) (hLD : L < D) (hF : F ≠ 0) :
    (∃! E, E < 0 ∧ IsLevel L D F E) ∧
    (∃! E, (0 < E ∧ E < D) ∧ IsLevel L D F E) ∧
    (∃! E, D < E ∧ IsLevel L D F E) := by
  have hD : 0 < D := hL.trans hLD
  have hd : 0 < D - L := sub_pos.mpr hLD
  have hF2 : 0 < F ^ 2 := by positivity
  obtain ⟨t, ht, ht2⟩ : ∃ t : ℝ, 0 < t ∧ t ^ 2 = 9 * F ^ 2 :=
    ⟨3 * |F|, by positivity, by rw [mul_pow, sq_abs]; norm_num⟩
  have hc : Continuous (secular L D F) := by
    show Continuous (fun E : ℝ =>
      E * (E - L) * (E - D) - 3 * F ^ 2 * (E - D) - 6 * F ^ 2 * E)
    fun_prop
  -- signs of the secular polynomial at -t, 0, D and D + t, where t = 3|F|
  have s1 : secular L D F (-t) < 0 := by
    have e : secular L D F (-t) = -(t ^ 2 * L + 2 / 3 * t ^ 2 * D + t * L * D) := by
      unfold secular
      linear_combination (-(t + D / 3)) * ht2
    rw [e]
    exact neg_neg_of_pos (by positivity)
  have s2 : 0 < secular L D F 0 := by
    have e : secular L D F 0 = 3 * F ^ 2 * D := by unfold secular; ring
    rw [e]
    positivity
  have s3 : secular L D F D < 0 := by
    have e : secular L D F D = -(6 * F ^ 2 * D) := by unfold secular; ring
    rw [e]
    exact neg_neg_of_pos (by positivity)
  have s4 : 0 < secular L D F (D + t) := by
    have e : secular L D F (D + t)
        = t ^ 2 * (D - L) + D * t ^ 2 / 3 + D * (D - L) * t := by
      unfold secular
      linear_combination (t + 2 * D / 3) * ht2
    rw [e]
    have h1 := mul_pos (pow_pos ht 2) hd
    have h2 := mul_pos hD (pow_pos ht 2)
    have h3 := mul_pos (mul_pos hD hd) ht
    linarith
  refine ⟨?_, ?_, ?_⟩
  · obtain ⟨E, hE, h0⟩ :=
      intermediate_value_Ioo (by linarith : -t ≤ 0) hc.continuousOn ⟨s1, s2⟩
    have hl := (isLevel_iff_secular L D F E).mpr h0
    refine ⟨E, ⟨hE.2, hl⟩, ?_⟩
    rintro y ⟨hy, hyl⟩
    exact level_unique hyl hl (mul_pos_of_neg_of_neg hy hE.2)
      (mul_pos_of_neg_of_neg (by linarith) (by linarith [hE.2]))
  · obtain ⟨E, hE, h0⟩ := intermediate_value_Ioo' hD.le hc.continuousOn ⟨s3, s2⟩
    have hl := (isLevel_iff_secular L D F E).mpr h0
    refine ⟨E, ⟨⟨hE.1, hE.2⟩, hl⟩, ?_⟩
    rintro y ⟨hy, hyl⟩
    exact level_unique hyl hl (mul_pos hy.1 hE.1)
      (mul_pos_of_neg_of_neg (by linarith [hy.2]) (by linarith [hE.2]))
  · obtain ⟨E, hE, h0⟩ :=
      intermediate_value_Ioo (by linarith : D ≤ D + t) hc.continuousOn ⟨s3, s4⟩
    have hl := (isLevel_iff_secular L D F E).mpr h0
    refine ⟨E, ⟨hE.1, hl⟩, ?_⟩
    rintro y ⟨hy, hyl⟩
    exact level_unique hyl hl (mul_pos (by linarith) (by linarith [hE.1]))
      (mul_pos (by linarith) (by linarith [hE.1]))
```

## The shift of the middle level

For $0<E<D$ the secular equation may be divided by $E(D-E)$, which gives
$$E-L=F^2\left(\frac3E-\frac6{D-E}\right).$$
This has the form of second-order perturbation theory, but with the exact energy in the denominators, and it holds at every field strength. The proof multiplies both sides by $E(D-E)$ and recovers $p(E)=0$.

```lean
/-- The shift of a level between 0 and `D` obeys an implicit equation: a push upwards by
2P1/2 and a push downwards by 2P3/2, with the exact energy in the denominators. -/
theorem middle_shift {L D F E : ℝ} (h0 : 0 < E) (hD : E < D) (h : IsLevel L D F E) :
    E - L = F ^ 2 * (3 / E - 6 / (D - E)) := by
  rw [isLevel_iff_secular] at h
  unfold secular at h
  have hE : E ≠ 0 := h0.ne'
  have hDE : D - E ≠ 0 := (sub_pos.mpr hD).ne'
  apply mul_left_cancel₀ (mul_ne_zero hE hDE)
  have r : E * (D - E) * (F ^ 2 * (3 / E - 6 / (D - E)))
      = F ^ 2 * (3 * (D - E) - 6 * E) := by
    field_simp
  rw [r]
  linear_combination -h
```

For $0<L<D$ the unknown $E$ on the right can be replaced by $L$ at the price of an inequality. If $E\le L$, then $D-E\ge D-L$, so the downward push is at most $6F^2/(D-L)$. If $E\ge L$, then $3/E\le3/L$, so the upward push is at most $3F^2/L$. In both cases
$$L-\frac{6F^2}{D-L}\;\le\;E\;\le\;L+\frac{3F^2}{L}.$$
The proof makes the same case distinction with `le_total E L`.

```lean
/-- At every field strength the middle level lies within bounds around `L` that are
quadratic in the field. -/
theorem middle_bounds {L D F E : ℝ} (hL : 0 < L) (hLD : L < D) (h0 : 0 < E) (hD : E < D)
    (h : IsLevel L D F E) :
    L - 6 / (D - L) * F ^ 2 ≤ E ∧ E ≤ L + 3 / L * F ^ 2 := by
  have hs := middle_shift h0 hD h
  have hd : 0 < D - L := sub_pos.mpr hLD
  have he : 0 < D - E := sub_pos.mpr hD
  have p1 : 0 < 3 / E := div_pos (by norm_num) h0
  have p2 : 0 < 6 / (D - E) := div_pos (by norm_num) he
  rcases le_total E L with hle | hle
  · have q : 6 / (D - E) ≤ 6 / (D - L) :=
      div_le_div_of_nonneg_left (by norm_num) hd (by linarith)
    have m := mul_le_mul_of_nonneg_left
      (by linarith : -(6 / (D - L)) ≤ 3 / E - 6 / (D - E)) (sq_nonneg F)
    have n : 0 ≤ 3 / L * F ^ 2 := by positivity
    exact ⟨by linarith, by linarith⟩
  · have q : 3 / E ≤ 3 / L := div_le_div_of_nonneg_left (by norm_num) hL hle
    have m := mul_le_mul_of_nonneg_left
      (by linarith : 3 / E - 6 / (D - E) ≤ 3 / L) (sq_nonneg F)
    have n : 0 ≤ 6 / (D - L) * F ^ 2 :=
      mul_nonneg (div_pos (by norm_num) hd).le (sq_nonneg F)
    exact ⟨by linarith, by linarith⟩
```

## Switching off the field

Let $0<L<D$, and let $E(F)$ be the middle level for each $F\neq0$. Both bounds tend to $L$, so $E(F)\to L$. Dividing the shift equation by $F^2$ then gives
$$\frac{E(F)-L}{F^2}=\frac3{E(F)}-\frac6{D-E(F)}\;\longrightarrow\;\frac3L-\frac6{D-L}.$$
In Lean, `E` is any function whose value at each nonzero field is a level between $0$ and $D$. By the interval theorem such a function exists and is determined at every $F\neq0$. The filter `𝓝[≠] 0` means that $F$ approaches zero from either side without reaching it, so the value of `E` at zero field plays no role. The proof obtains `hlim` by squeezing, passes to the limit in the right-hand side as `hmain`, and identifies the two sides through `middle_shift`.

Within this three-state model, the limit confirms the second-order perturbation formula for a non-degenerate level, and the bounds above can serve as a check on a numerical diagonalisation of the same matrix.

```lean
/-- Quadratic Stark effect: the shift of the middle level divided by the square of the
field tends to `3/L - 6/(D - L)` as the field is switched off. -/
theorem quadratic_stark {L D : ℝ} (hL : 0 < L) (hLD : L < D) (E : ℝ → ℝ)
    (hE : ∀ F, F ≠ 0 → (0 < E F ∧ E F < D) ∧ IsLevel L D F (E F)) :
    Tendsto (fun F => (E F - L) / F ^ 2) (𝓝[≠] 0) (𝓝 (3 / L - 6 / (D - L))) := by
  have hne : ∀ᶠ F : ℝ in 𝓝[≠] 0, F ≠ 0 := eventually_mem_nhdsWithin
  have lo : Tendsto (fun F : ℝ => L - 6 / (D - L) * F ^ 2) (𝓝[≠] 0) (𝓝 L) :=
    ((by fun_prop : Continuous fun F : ℝ => L - 6 / (D - L) * F ^ 2).tendsto' 0 L
      (by simp)).mono_left nhdsWithin_le_nhds
  have up : Tendsto (fun F : ℝ => L + 3 / L * F ^ 2) (𝓝[≠] 0) (𝓝 L) :=
    ((by fun_prop : Continuous fun F : ℝ => L + 3 / L * F ^ 2).tendsto' 0 L
      (by simp)).mono_left nhdsWithin_le_nhds
  -- the quadratic bounds force the middle level towards L
  have hlim : Tendsto E (𝓝[≠] 0) (𝓝 L) := by
    refine tendsto_of_tendsto_of_tendsto_of_le_of_le' lo up ?_ ?_
    · filter_upwards [hne] with F hF
      exact (middle_bounds hL hLD (hE F hF).1.1 (hE F hF).1.2 (hE F hF).2).1
    · filter_upwards [hne] with F hF
      exact (middle_bounds hL hLD (hE F hF).1.1 (hE F hF).1.2 (hE F hF).2).2
  have hmain : Tendsto (fun F => 3 / E F - 6 / (D - E F)) (𝓝[≠] 0)
      (𝓝 (3 / L - 6 / (D - L))) :=
    (tendsto_const_nhds.div hlim hL.ne').sub
      (tendsto_const_nhds.div (tendsto_const_nhds.sub hlim) (sub_pos.mpr hLD).ne')
  refine hmain.congr' ?_
  filter_upwards [hne] with F hF
  rw [middle_shift (hE F hF).1.1 (hE F hF).1.2 (hE F hF).2,
    mul_div_cancel_left₀ _ (pow_ne_zero 2 hF)]
```

Multiplying the quotient by $F$, which tends to zero, gives $(E(F)-L)/F\to0$. This is the absence of a linear shift.

```lean
/-- The middle level has no linear Stark shift: its shift divided by the field tends to 0. -/
theorem no_linear_shift {L D : ℝ} (hL : 0 < L) (hLD : L < D) (E : ℝ → ℝ)
    (hE : ∀ F, F ≠ 0 → (0 < E F ∧ E F < D) ∧ IsLevel L D F (E F)) :
    Tendsto (fun F => (E F - L) / F) (𝓝[≠] 0) (𝓝 0) := by
  have hid : Tendsto (fun F : ℝ => F) (𝓝[≠] 0) (𝓝 0) :=
    tendsto_id.mono_left nhdsWithin_le_nhds
  have h := (quadratic_stark hL hLD E hE).mul hid
  rw [mul_zero] at h
  refine h.congr' ?_
  have hne : ∀ᶠ F : ℝ in 𝓝[≠] 0, F ≠ 0 := eventually_mem_nhdsWithin
  filter_upwards [hne] with F hF
  field_simp
```

For a numerical instance, take $L=1$, $D=4$ and $F=0.1$ in a common energy unit. The limiting coefficient is $3/1-6/3=1$, which predicts a shift of $0.01$. Inserting $E=1$ on the right of the shift equation gives $1.01$; inserting that gives $1.00964$, and the next round gives $1.00965$. The quotient $(E-L)/F^2$ is therefore about $0.965$, already close to $1$. The bounds allow the range from $0.98$ to $1.03$. The other two levels are near $-0.0296$ and $4.0199$.

## Where the two pushes cancel

At $E=L$ the secular polynomial reduces to
$$p(L)=3F^2(D-3L).$$
In a nonzero field, $L$ is therefore still a level exactly when $D=3L$. If $0<L<D$, it is then the middle level, which does not move at any field strength. For $D>3L$ the limiting coefficient is positive and the weak-field shift is upwards; this is the situation in hydrogen, where the Lamb shift is much smaller than the fine-structure splitting. For $L<D<3L$ the shift is downwards.

```lean
/-- In a nonzero field the field-free energy `L` of 2S1/2 is still a level exactly when
`D = 3 L`. -/
theorem unshifted_iff {L D F : ℝ} (hF : F ≠ 0) : IsLevel L D F L ↔ D = 3 * L := by
  have e : secular L D F L = 3 * F ^ 2 * (D - 3 * L) := by unfold secular; ring
  have hc : 3 * F ^ 2 ≠ 0 := mul_ne_zero (by norm_num) (pow_ne_zero 2 hF)
  rw [isLevel_iff_secular, e, mul_eq_zero, or_iff_right hc, sub_eq_zero]
```

## Degenerate levels

With $L=D=0$ the secular polynomial factorises:
$$p(E)=E^3-9F^2E=E(E-3F)(E+3F).$$
The levels are $0$ and $\pm3F$: the outer two shift linearly with the field, which is the linear Stark effect, and the middle one stays at $0$. The theorem on the quadratic shift does not cover this case, since it assumes $0<L<D$ and its coefficient $3/L-6/(D-L)$ is undefined at $L=D=0$.

```lean
/-- Linear Stark effect: if the three states are degenerate without the field, the levels
in the field `F` are 0, `3 F` and `-3 F`. -/
theorem degenerate_levels (F E : ℝ) :
    IsLevel 0 0 F E ↔ E = 0 ∨ E = 3 * F ∨ E = -(3 * F) := by
  have e : secular 0 0 F E = E * ((E - 3 * F) * (E + 3 * F)) := by unfold secular; ring
  rw [isLevel_iff_secular, e, mul_eq_zero, mul_eq_zero, sub_eq_zero, add_eq_zero_iff_eq_neg]

end

end HydrogenStark
```

```lean
#print axioms HydrogenStark.one_level_in_each_interval
#print axioms HydrogenStark.no_linear_shift
#print axioms HydrogenStark.unshifted_iff
#print axioms HydrogenStark.degenerate_levels
```

```
'HydrogenStark.one_level_in_each_interval' depends on axioms: [propext, Classical.choice, Quot.sound]
'HydrogenStark.no_linear_shift' depends on axioms: [propext, Classical.choice, Quot.sound]
'HydrogenStark.unshifted_iff' depends on axioms: [propext, Classical.choice, Quot.sound]
'HydrogenStark.degenerate_levels' depends on axioms: [propext, Classical.choice, Quot.sound]
```
